# The second-order energy $-V^2/(a+b)$ lies between the shifts of a stable oscillator pair and a matched two-level pair

## Units, labels and the two-level Hamiltonian

Two partners A and B have excitation energies $a>0$ and $b>0$ and interact through a single real coupling $V$ with the dimension of energy. Units have $\hbar=1$, so frequencies and energies are the same numbers. Every energy is measured from the ground state of the uncoupled pair. The two models below share $a$, $b$ and $V$. They differ in what lies above the first excited level of each partner, which is nothing for a two-level system and an evenly spaced ladder for an oscillator.

```lean
import Mathlib

open Matrix
open scoped Kronecker

namespace OscillatorTwoLevelDispersion

noncomputable section
```

A two-level system has a ground state $g$ with index 0 and an excited state $e$ with index 1. The projector on the excited state is $n=|e\rangle\langle e|$.

```lean
/-- Projector on the excited state of a two-level system (index 0 ground, 1 excited). -/
def excProj : Matrix (Fin 2) (Fin 2) ℝ := !![0, 0; 0, 1]
```

The dipole operator has no diagonal elements, as for states of definite parity, and its transition element is scaled to one: $\sigma_x=|g\rangle\langle e|+|e\rangle\langle g|$.

```lean
/-- Transition-dipole operator `σx` of a two-level system. -/
def sigmaX : Matrix (Fin 2) (Fin 2) ℝ := !![0, 1; 1, 0]
```

The Hamiltonian of the pair is
$$H=a\,n\otimes 1+b\,1\otimes n+V\,\sigma_x\otimes\sigma_x .$$
Rows and columns are labelled by `Fin 2 × Fin 2`, with the first index for A and the second for B, and `⊗ₖ` is the Kronecker product. The product states $gg, ge, eg, ee$ carry the labels $(0,0),(0,1),(1,0),(1,1)$ and have uncoupled energies $0,\,b,\,a,\,a+b$. The constant $V=\langle ee|H|gg\rangle$ stands for the product of the two transition dipoles and the geometric factor of the dipole–dipole interaction.

```lean
/-- Hamiltonian of two two-level systems with excitation energies `a`, `b` and dipole
coupling `V σx ⊗ σx`; the uncoupled ground state has energy zero. -/
def twoLevelH (a b V : ℝ) : Matrix (Fin 2 × Fin 2) (Fin 2 × Fin 2) ℝ :=
  a • (excProj ⊗ₖ (1 : Matrix (Fin 2) (Fin 2) ℝ))
    + b • ((1 : Matrix (Fin 2) (Fin 2) ℝ) ⊗ₖ excProj) + V • (sigmaX ⊗ₖ sigmaX)
```

A number $E$ is an eigenvalue if $Hv=Ev$ for some nonzero amplitude vector $v$. Real amplitudes are used, which loses no eigenvalue of a real symmetric matrix.

```lean
/-- The set of eigenvalues of the two-level pair Hamiltonian. -/
def twoLevelSpectrum (a b V : ℝ) : Set ℝ :=
  {E | ∃ v : Fin 2 × Fin 2 → ℝ, v ≠ 0 ∧ twoLevelH a b V *ᵥ v = E • v}
```

Write $s=a+b$ and $R=\sqrt{s^2/4+V^2}$. The candidate ground energy is $E_{\rm tl}=s/2-R$, at this point only a named expression.

```lean
/-- The energy `(a+b)/2 - √(((a+b)/2)² + V²)`. -/
def twoLevelShift (a b V : ℝ) : ℝ := (a + b) / 2 - √(((a + b) / 2) ^ 2 + V ^ 2)
```

## The matched oscillator pair and the second-order energy

Two unit-mass oscillators with coordinates $x_1,x_2$, momenta $p_1,p_2$ and frequencies $a,b$ have
$$H_{\rm osc}=\tfrac12(p_1^2+p_2^2)+\tfrac12\left(a^2x_1^2+b^2x_2^2\right)+2\sqrt{ab}\,V\,x_1x_2 .$$
The prefactor fixes the matching. Let $|0\rangle$ and $|1\rangle$ be the two lowest states of an oscillator. Since $\langle1|x_1|0\rangle=1/\sqrt{2a}$ and $\langle1|x_2|0\rangle=1/\sqrt{2b}$, the coupling takes $|00\rangle$ to $|11\rangle$ with matrix element $2\sqrt{ab}\,V/(2\sqrt{ab})=V$, the same as in the two-level pair. The potential is $\tfrac12x^{\mathsf T}Kx$ with $x=(x_1,x_2)$ and the force-constant matrix
$$K=\begin{pmatrix}a^2&2\sqrt{ab}\,V\\ 2\sqrt{ab}\,V&b^2\end{pmatrix}.$$

```lean
/-- Force-constant matrix of two unit-mass oscillators of frequencies `a`, `b` with the
bilinear coupling `2 √(ab) V x₁ x₂`. -/
def forceMatrix (a b V : ℝ) : Matrix (Fin 2) (Fin 2) ℝ :=
  !![a ^ 2, 2 * √(a * b) * V; 2 * √(a * b) * V, b ^ 2]
```

The squared normal-mode frequencies are the eigenvalues of $K$. Numbers $\omega_1,\omega_2\ge0$ form a mode pair when $\det(z-K)=(z-\omega_1^2)(z-\omega_2^2)$ for every real $z$. Asking for real $\omega_1,\omega_2$ is the stability condition, because it says that neither eigenvalue of $K$ is negative.

```lean
/-- `ω₁, ω₂ ≥ 0` are the normal-mode frequencies: the secular determinant of the
force-constant matrix factorises as `(z - ω₁²)(z - ω₂²)`. -/
def IsModePair (a b V ω₁ ω₂ : ℝ) : Prop :=
  0 ≤ ω₁ ∧ 0 ≤ ω₂ ∧ ∀ z : ℝ,
    (z • (1 : Matrix (Fin 2) (Fin 2) ℝ) - forceMatrix a b V).det = (z - ω₁ ^ 2) * (z - ω₂ ^ 2)
```

Independent modes have zero-point energy $(\omega_1+\omega_2)/2$, so the coupling shifts the ground energy by $E_{\rm osc}=(\omega_1+\omega_2)/2-s/2$. The operator $H_{\rm osc}$ does not appear in the Lean file. The quantisation of the modes enters through this definition and is not derived.

```lean
/-- Change of zero-point energy from frequencies `a`, `b` to frequencies `ω₁`, `ω₂`. -/
def oscShift (a b ω₁ ω₂ : ℝ) : ℝ := (ω₁ + ω₂) / 2 - (a + b) / 2
```

In both models the coupling has zero expectation value in the uncoupled ground state and connects that state only to the doubly excited one, at energy $s$ and with element $V$. The second-order energy is therefore $E_2=-V^2/s$ for both. It too is taken as a definition, and `-V ^ 2 / (a + b)` reads as $-(V^2)/(a+b)$.

```lean
/-- Second-order energy `-V²/(a+b)` from the doubly excited state. -/
def secondOrder (a b V : ℝ) : ℝ := -V ^ 2 / (a + b)
```

## Ground energy of the two-level pair

The operator $\sigma_x\otimes\sigma_x$ flips both partners at once, so it exchanges $gg\leftrightarrow ee$ and $ge\leftrightarrow eg$:
$$(Hv)_{00}=Vv_{11},\quad (Hv)_{01}=bv_{01}+Vv_{10},\quad (Hv)_{10}=Vv_{01}+av_{10},\quad (Hv)_{11}=Vv_{00}+sv_{11}.$$

```lean
/-- Action of the two-level pair Hamiltonian on the four amplitudes: `gg` couples only
to `ee`, and `ge` only to `eg`. -/
theorem twoLevel_mulVec (a b V : ℝ) (v : Fin 2 × Fin 2 → ℝ) :
    (twoLevelH a b V *ᵥ v) (0, 0) = V * v (1, 1) ∧
    (twoLevelH a b V *ᵥ v) (0, 1) = b * v (0, 1) + V * v (1, 0) ∧
    (twoLevelH a b V *ᵥ v) (1, 0) = V * v (0, 1) + a * v (1, 0) ∧
    (twoLevelH a b V *ᵥ v) (1, 1) = V * v (0, 0) + (a + b) * v (1, 1) := by
  refine ⟨?_, ?_, ?_, ?_⟩ <;>
    simp [twoLevelH, excProj, sigmaX, mulVec, dotProduct, Fintype.sum_prod_type,
      Fin.sum_univ_two, Matrix.one_apply]
```

The statement `IsLeast` has two parts: $E_{\rm tl}$ is an eigenvalue, and no eigenvalue lies below it.

For the first part take $v_{00}=s/2+R$, $v_{11}=-V$ and $v_{01}=v_{10}=0$. The $gg$ row requires $-V^2=(s/2-R)(s/2+R)=s^2/4-R^2$, which is the definition of $R$ and is the hypothesis `hR` in the proof. The $ee$ row reads $V(s/2+R)-sV=-V(s/2-R)$, an identity. The vector is nonzero because $s/2+R>0$. It is unnormalised, with squared length $2R(R+s/2)$, so the normalised amplitudes are $\sqrt{(R+s/2)/(2R)}$ on $gg$ and $-V/\sqrt{2R(R+s/2)}$ on $ee$.

For the second part suppose $Hv=Ev$ with $E<s/2-R$. The determinant of the $\{gg,ee\}$ block of $E-H$ factorises as
$$D_1=E(E-s)-V^2=(s/2-E-R)(s/2-E+R)>0,$$
which is `g1`. The determinant of the $\{ge,eg\}$ block of $E-H$ is
$$D_2=(E-a)(E-b)-V^2=D_1+ab>0,$$
which is `g2` and uses $ab>0$. Adding $(E-s)$ times the $gg$ row to $V$ times the $ee$ row eliminates $v_{11}$ and leaves $D_1v_{00}=0$. The same elimination gives $D_1v_{11}=0$, $D_2v_{01}=0$ and $D_2v_{10}=0$. These are the four `linear_combination` steps `z1`, `z4`, `z2`, `z3`, and together they force $v=0$, a contradiction. The result holds for every real $V$.

```lean
/-- The least eigenvalue of the two-level pair is `(a+b)/2 - √(((a+b)/2)² + V²)`. -/
theorem twoLevel_ground {a b : ℝ} (ha : 0 < a) (hb : 0 < b) (V : ℝ) :
    IsLeast (twoLevelSpectrum a b V) (twoLevelShift a b V) := by
  have hR : √(((a + b) / 2) ^ 2 + V ^ 2) ^ 2 = ((a + b) / 2) ^ 2 + V ^ 2 :=
    Real.sq_sqrt (by positivity)
  have hR0 : 0 ≤ √(((a + b) / 2) ^ 2 + V ^ 2) := Real.sqrt_nonneg _
  unfold twoLevelShift
  generalize √(((a + b) / 2) ^ 2 + V ^ 2) = R at hR hR0 ⊢
  constructor
  · -- explicit eigenvector in the {gg, ee} block
    obtain ⟨v, v1, v2, v3, v4⟩ : ∃ v : Fin 2 × Fin 2 → ℝ,
        v (0, 0) = (a + b) / 2 + R ∧ v (0, 1) = 0 ∧ v (1, 0) = 0 ∧ v (1, 1) = -V :=
      ⟨fun p => !![(a + b) / 2 + R, 0; 0, -V] p.1 p.2, rfl, rfl, rfl, rfl⟩
    obtain ⟨h1, h2, h3, h4⟩ := twoLevel_mulVec a b V v
    refine ⟨v, fun h => ?_, ?_⟩
    · rw [h, Pi.zero_apply] at v1
      linarith
    · funext p
      revert p
      simp only [Prod.forall, Fin.forall_fin_two, h1, h2, h3, h4, Pi.smul_apply,
        smul_eq_mul, v1, v2, v3, v4]
      exact ⟨⟨by linear_combination hR, by ring⟩, by ring, by ring⟩
  · rintro E ⟨v, hv, hE⟩
    by_contra hlt
    have hlt' := not_le.mp hlt
    obtain ⟨e1, e2, e3, e4⟩ := twoLevel_mulVec a b V v
    rw [hE, Pi.smul_apply, smul_eq_mul] at e1 e2 e3 e4
    -- below the claimed value both block determinants are positive
    have g1 : 0 < E * (E - (a + b)) - V ^ 2 := by
      have := mul_pos (show 0 < (a + b) / 2 - E - R by linarith)
        (show 0 < (a + b) / 2 - E + R by linarith)
      nlinarith
    have g2 : 0 < (E - a) * (E - b) - V ^ 2 := by nlinarith [mul_pos ha hb]
    have z1 : v (0, 0) = 0 := (mul_eq_zero.mp
      (by linear_combination (E - (a + b)) * e1 + V * e4)).resolve_left g1.ne'
    have z4 : v (1, 1) = 0 := (mul_eq_zero.mp
      (by linear_combination E * e4 + V * e1)).resolve_left g1.ne'
    have z2 : v (0, 1) = 0 := (mul_eq_zero.mp
      (by linear_combination (E - a) * e2 + V * e3)).resolve_left g2.ne'
    have z3 : v (1, 0) = 0 := (mul_eq_zero.mp
      (by linear_combination (E - b) * e3 + V * e2)).resolve_left g2.ne'
    apply hv
    funext p
    revert p
    simp only [Prod.forall, Fin.forall_fin_two, Pi.zero_apply, z1, z2, z3, z4, and_self]
```

## Trace and determinant of the force-constant matrix

Expanding the $2\times2$ determinant and using $(\sqrt{ab})^2=ab$, valid for $ab\ge0$, gives
$$\det(z-K)=(z-a^2)(z-b^2)-4abV^2 .$$

```lean
/-- The secular determinant of the oscillator pair is `(z - a²)(z - b²) - 4abV²`. -/
theorem secular_det {a b : ℝ} (hab : 0 ≤ a * b) (V z : ℝ) :
    (z • (1 : Matrix (Fin 2) (Fin 2) ℝ) - forceMatrix a b V).det
      = (z - a ^ 2) * (z - b ^ 2) - 4 * (a * b) * V ^ 2 := by
  have hs := Real.mul_self_sqrt hab
  have h : z • (1 : Matrix (Fin 2) (Fin 2) ℝ) - forceMatrix a b V
      = !![z - a ^ 2, -(2 * √(a * b) * V); -(2 * √(a * b) * V), z - b ^ 2] := by
    ext i j
    fin_cases i <;> fin_cases j <;> simp [forceMatrix]
  rw [h, det_fin_two_of]
  linear_combination (-4 * V ^ 2) * hs
```

For $a=b=5$ and $V=12/5$ this is $(z-25)^2-576=(z-49)(z-1)$, so the modes are 7 and 1. The three energies are then $E_{\rm osc}=-1$, $E_2=-0.576$ and $E_{\rm tl}=5-\sqrt{30.76}\approx-0.546$.

```lean
/-- For `a = b = 5` and `V = 12/5` the normal-mode frequencies are `7` and `1`. -/
theorem modePair_witness : IsModePair 5 5 (12 / 5) 7 1 :=
  ⟨by norm_num, by norm_num, fun z => by rw [secular_det (by norm_num)]; ring⟩
```

Two values of $z$ extract what is needed about a mode pair. At $z=0$ the two forms of the determinant give `hdet`,
$$(\omega_1\omega_2)^2=ab\,(ab-4V^2),$$
and the difference between $z=1$ and $z=0$ gives the trace relation `htr`, $\omega_1^2+\omega_2^2=a^2+b^2$. The left side of the first relation is a square and $ab>0$, so $ab\ge4V^2$. This is `hstab`: the stability bound follows from the existence of the mode pair and needs no separate hypothesis. Next,
$$(ab-2V^2)^2=ab\,(ab-4V^2)+4V^4\ge(\omega_1\omega_2)^2 ,$$
and $ab-2V^2\ge0$, so $\omega_1\omega_2\le ab-2V^2$, which is `hP`. Hence
$$(\omega_1+\omega_2)^2=a^2+b^2+2\omega_1\omega_2\le s^2-4V^2 .$$
The proof discards the sign conditions on $\omega_1,\omega_2$. They are there so that `oscShift` is the physical zero-point shift.

```lean
/-- The normal-mode frequencies obey `(ω₁ + ω₂)² ≤ (a + b)² - 4V²`. -/
theorem mode_sum_sq_le {a b V ω₁ ω₂ : ℝ} (hab : 0 < a * b) (h : IsModePair a b V ω₁ ω₂) :
    (ω₁ + ω₂) ^ 2 ≤ (a + b) ^ 2 - 4 * V ^ 2 := by
  obtain ⟨-, -, hz⟩ := h
  have h0 := hz 0
  have h1 := hz 1
  rw [secular_det hab.le] at h0 h1
  -- determinant and trace of the force-constant matrix
  have hdet : (ω₁ * ω₂) ^ 2 = (a * b) * (a * b - 4 * V ^ 2) := by linear_combination -h0
  have htr : ω₁ ^ 2 + ω₂ ^ 2 = a ^ 2 + b ^ 2 := by linear_combination h1 - h0
  have hstab : 0 ≤ a * b - 4 * V ^ 2 :=
    le_of_mul_le_mul_left (by rw [mul_zero, ← hdet]; positivity) hab
  have hP : ω₁ * ω₂ ≤ a * b - 2 * V ^ 2 :=
    le_of_pow_le_pow_left₀ two_ne_zero (by nlinarith [sq_nonneg V])
      (by rw [hdet]; nlinarith [sq_nonneg (V ^ 2)])
  nlinarith
```

## Oscillators at or below $-V^2/s$

Put $q=V^2/s$, so that $E_2=-q$ and $qs=V^2$. Completing the square gives `key`,
$$(s-2q)^2=s^2-4V^2+4q^2\ge(\omega_1+\omega_2)^2 .$$
Taking the root needs $s-2q\ge0$. The previous bound implies $4V^2\le s^2$, so $2qs=2V^2\le s^2$ and $2q\le s$, which is `h2q`. Then $\omega_1+\omega_2\le s-2q$, and
$$E_{\rm osc}=\tfrac12(\omega_1+\omega_2-s)\le -q=E_2 .$$
For $V\ne0$ the discarded term $4q^2$ is positive and the inequality is strict.

```lean
/-- The zero-point shift of the oscillator pair is at most the second-order energy,
strictly below it when `V ≠ 0`. -/
theorem oscShift_le_secondOrder {a b V ω₁ ω₂ : ℝ} (ha : 0 < a) (hb : 0 < b)
    (h : IsModePair a b V ω₁ ω₂) :
    oscShift a b ω₁ ω₂ ≤ secondOrder a b V ∧
      (V ≠ 0 → oscShift a b ω₁ ω₂ < secondOrder a b V) := by
  have hs : 0 < a + b := add_pos ha hb
  have hS := mode_sum_sq_le (mul_pos ha hb) h
  obtain ⟨q, hq, he, hpos⟩ : ∃ q : ℝ,
      q * (a + b) = V ^ 2 ∧ secondOrder a b V = -q ∧ (V ≠ 0 → 0 < q) :=
    ⟨V ^ 2 / (a + b), div_mul_cancel₀ _ hs.ne', by simp only [secondOrder, neg_div],
      fun hV => div_pos (by positivity) hs⟩
  have h2q : 2 * q ≤ a + b :=
    le_of_mul_le_mul_right (by nlinarith [sq_nonneg (ω₁ + ω₂), sq_nonneg (a + b)]) hs
  have key : (a + b - 2 * q) ^ 2 = (a + b) ^ 2 - 4 * V ^ 2 + 4 * q ^ 2 := by
    linear_combination (-4) * hq
  rw [he, oscShift]
  constructor
  · have : ω₁ + ω₂ ≤ a + b - 2 * q :=
      le_of_pow_le_pow_left₀ two_ne_zero (by linarith) (by linarith [sq_nonneg q])
    linarith
  · intro hV
    have : ω₁ + ω₂ < a + b - 2 * q :=
      lt_of_pow_lt_pow_left₀ 2 (by linarith) (by linarith [pow_pos (hpos hV) 2])
    linarith
```

## Two-level pair at or above $-V^2/s$

With the same $q\ge0$,
$$(s/2+q)^2=s^2/4+V^2+q^2\ge R^2 ,$$
so $R\le s/2+q$ and $E_{\rm tl}=s/2-R\ge-q=E_2$. The inequality is strict for $V\neq0$, when $q^2>0$. This step compares two expressions and needs only $a+b>0$, with no limit on $V$.

```lean
/-- The second-order energy is at most `(a+b)/2 - √(((a+b)/2)² + V²)`, strictly below it
when `V ≠ 0`. -/
theorem secondOrder_le_twoLevelShift {a b : ℝ} (hs : 0 < a + b) (V : ℝ) :
    secondOrder a b V ≤ twoLevelShift a b V ∧
      (V ≠ 0 → secondOrder a b V < twoLevelShift a b V) := by
  obtain ⟨q, hq, he, hq0, hpos⟩ : ∃ q : ℝ,
      q * (a + b) = V ^ 2 ∧ secondOrder a b V = -q ∧ 0 ≤ q ∧ (V ≠ 0 → 0 < q) :=
    ⟨V ^ 2 / (a + b), div_mul_cancel₀ _ hs.ne', by simp only [secondOrder, neg_div],
      div_nonneg (sq_nonneg V) hs.le, fun hV => div_pos (by positivity) hs⟩
  have key : ((a + b) / 2 + q) ^ 2 = ((a + b) / 2) ^ 2 + V ^ 2 + q ^ 2 := by
    linear_combination hq
  rw [he, twoLevelShift]
  constructor
  · have : √(((a + b) / 2) ^ 2 + V ^ 2) ≤ (a + b) / 2 + q :=
      Real.sqrt_le_iff.mpr ⟨by linarith, by linarith [sq_nonneg q]⟩
    linarith
  · intro hV
    have : √(((a + b) / 2) ^ 2 + V ^ 2) < (a + b) / 2 + q :=
      (Real.sqrt_lt' (by linarith)).mpr (by linarith [pow_pos (hpos hV) 2])
    linarith
```

## The ordering for unlike partners

In words, the main theorem says the following. Let $a,b>0$, let $\omega_1,\omega_2$ be any mode pair of the oscillators, and let $E$ be the least eigenvalue of $H$. Then
$$E_{\rm osc}\le-\frac{V^2}{a+b}\le E ,$$
and both inequalities are strict when $V\ne0$. A least element is unique, so `hE.unique` identifies $E$ with $E_{\rm tl}$, and the two preceding theorems supply the bounds. The hypothesis `hω` restricts the coupling to $4V^2\le ab$. For unlike partners the theorem assumes a mode pair and does not construct one. Both models have one dipole component per partner, one excitation energy per partner, no permanent dipoles and no exchange of electrons.

```lean
/-- The second-order energy lies between the zero-point shift of the oscillator pair and
the least eigenvalue `E` of the two-level pair, strictly so when `V ≠ 0`. -/
theorem secondOrder_between {a b V ω₁ ω₂ E : ℝ} (ha : 0 < a) (hb : 0 < b)
    (hω : IsModePair a b V ω₁ ω₂) (hE : IsLeast (twoLevelSpectrum a b V) E) :
    (oscShift a b ω₁ ω₂ ≤ secondOrder a b V ∧ secondOrder a b V ≤ E) ∧
      (V ≠ 0 → oscShift a b ω₁ ω₂ < secondOrder a b V ∧ secondOrder a b V < E) := by
  rw [hE.unique (twoLevel_ground ha hb V)]
  have h1 := oscShift_le_secondOrder ha hb hω
  have h2 := secondOrder_le_twoLevelShift (add_pos ha hb) V
  exact ⟨⟨h1.1, h2.1⟩, fun hV => ⟨h1.2 hV, h2.2 hV⟩⟩
```

## Identical partners

For $a=b=w>0$ the determinant is $(z-w^2)^2-4w^2V^2=(z-w^2-2wV)(z-w^2+2wV)$, so the modes are $\omega_{1}=\sqrt{w^2+2wV}$ and $\omega_2=\sqrt{w^2-2wV}$. The condition $|V|\le w/2$ is $4V^2\le ab$ for this case. It keeps both radicands nonnegative (`hp`, `hm`), which matters because Lean's `√` returns zero on negative numbers. The proof builds the mode pair `hω` explicitly and then substitutes $s=2w$ in the two bounds:
$$\frac{\sqrt{w^2+2wV}+\sqrt{w^2-2wV}}{2}-w\;\le\;-\frac{V^2}{2w}\;\le\;w-\sqrt{w^2+V^2}.$$
The theorem is stated as a non-strict inequality between real numbers. Its right side is `twoLevelShift w w V`, which `twoLevel_ground` identifies as the ground energy.

```lean
/-- Identical partners: for `w > 0` and `|V| ≤ w/2`,
`(√(w²+2wV) + √(w²-2wV))/2 - w ≤ -V²/(2w) ≤ w - √(w²+V²)`. -/
theorem identical_pair {w V : ℝ} (hw : 0 < w) (hV : |V| ≤ w / 2) :
    (√(w ^ 2 + 2 * w * V) + √(w ^ 2 - 2 * w * V)) / 2 - w ≤ -V ^ 2 / (2 * w) ∧
      -V ^ 2 / (2 * w) ≤ w - √(w ^ 2 + V ^ 2) := by
  obtain ⟨hl, hu⟩ := abs_le.mp hV
  have hp : 0 ≤ w ^ 2 + 2 * w * V := by nlinarith
  have hm : 0 ≤ w ^ 2 - 2 * w * V := by nlinarith
  have hω : IsModePair w w V √(w ^ 2 + 2 * w * V) √(w ^ 2 - 2 * w * V) :=
    ⟨Real.sqrt_nonneg _, Real.sqrt_nonneg _, fun z => by
      rw [secular_det (mul_pos hw hw).le, Real.sq_sqrt hp, Real.sq_sqrt hm]; ring⟩
  have h1 := (oscShift_le_secondOrder hw hw hω).1
  have h2 := (secondOrder_le_twoLevelShift (add_pos hw hw) V).1
  have e : (w + w) / 2 = w := by ring
  simp only [oscShift, secondOrder, twoLevelShift, e] at h1 h2
  rw [show w + w = 2 * w by ring] at h1 h2
  exact ⟨h1, h2⟩

end

end OscillatorTwoLevelDispersion
```

```lean
#print axioms OscillatorTwoLevelDispersion.secondOrder_between
-- 'OscillatorTwoLevelDispersion.secondOrder_between' depends on axioms: [propext, Classical.choice, Quot.sound]
#print axioms OscillatorTwoLevelDispersion.identical_pair
-- 'OscillatorTwoLevelDispersion.identical_pair' depends on axioms: [propext, Classical.choice, Quot.sound]
```

## The edge of stability and weak coupling

At $V=0$ all three energies vanish. At the other end, $|V|=w/2$, the modes are $\sqrt2\,w$ and $0$, and the three values are $(1/\sqrt2-1)\,w\approx-0.293\,w$, $-w/8=-0.125\,w$ and $(1-\sqrt5/2)\,w\approx-0.118\,w$. The inequality includes this point. There one mode has no restoring force, so the left side is the lower edge of a continuous spectrum and not the energy of a normalisable state.

A Taylor expansion, offered as orientation and not among the theorems above, shows how the three energies separate for $|V|\ll w$:
$$E_{\rm osc}\approx-\frac{V^2}{2w}-\frac{5V^4}{8w^3},\qquad E_{\rm tl}\approx-\frac{V^2}{2w}+\frac{V^4}{8w^3}.$$
The two models agree at second order and leave it in opposite directions at fourth order.

For point dipoles at distance $r$ with the non-retarded electrostatic interaction the coupling falls as $r^{-3}$, and $E_2$ is then the $r^{-6}$ dispersion energy carried by this one dipole component. Within these two-partner models with one dipole component and one excitation energy each, that term underestimates the binding of stable oscillators and overestimates the binding of two-level systems at every nonzero coupling. The sign of the correction beyond second order thus depends on which model of the response is chosen.
